# One minus the exchange of two spins 1/2 squares to twice itself

For `N` spins 1/2, with states given as arbitrary complex amplitudes on the up-down configurations and no normalisation required, the bond operator of sites `i` and `j` is the identity minus the operator that exchanges the two spins. `bond_rules` states that this operator is zero when the sites coincide, that it does not depend on the order of the sites, and that its square is twice itself, written as a sum. The first two parts are proved from the definitions and the symmetry of a swap. For the third, the proof shows in `h` that exchanging twice gives the identity, expands the square of the bond operator in `e`, and combines the two.

As first written in Lean, the proof fails:

```lean
import Mathlib

open Matrix
open scoped ComplexOrder

namespace BondRules

noncomputable section

/-- Amplitudes of `N` spins 1/2 on the configurations (`0` is up, `1` is down). -/
abbrev State (N : ℕ) := (Fin N → Fin 2) → ℂ

/-- Linear operators on the state space. -/
abbrev Op (N : ℕ) := Module.End ℂ (State N)

variable {N : ℕ}

/-- The operator that exchanges spins `i` and `j`. -/
def exchange (i j : Fin N) : Op N where
  toFun ψ σ := ψ (σ ∘ Equiv.swap i j)
  map_add' _ _ := rfl
  map_smul' _ _ := rfl

/-- The bond operator, one minus the exchange. -/
def bond (i j : Fin N) : Op N := 1 - exchange i j

/-- The bond operator vanishes for equal sites, is symmetric in its sites, and its square
is twice itself. -/
theorem bond_rules (i j : Fin N) :
    bond i i = 0 ∧ bond i j = bond j i ∧ bond i j * bond i j = bond i j + bond i j := by
  refine ⟨?_, ?_, ?_⟩
  · refine LinearMap.ext fun ψ => funext fun σ => ?_
    simp [bond, exchange]
  · simp only [bond, exchange, Equiv.swap_comm i j]
  · have h : exchange i j * exchange i j = 1 := by
      refine LinearMap.ext fun ψ => funext fun σ => ?_
      change ψ ((σ ∘ Equiv.swap i j) ∘ Equiv.swap i j) = ψ σ
      rw [Function.comp_assoc, ← Equiv.Perm.coe_mul, Equiv.swap_mul_self]
      rfl
    have e : bond i j * bond i j
        = 1 - exchange i j - exchange i j + exchange i j * exchange i j := by
      unfold bond
      noncomm_ring
    rw [e, h]
    unfold bond
    abel

end

end BondRules
```

Lean reports:

```
Main.lean:41:75: error: unsolved goals
N : ℕ
i j : Fin N
h : exchange i j * exchange i j = 1
⊢ 1 + (-2 • exchange i j + -1 • exchange i j * -1 • exchange i j) =
    1 + (-2 • exchange i j + exchange i j * exchange i j)
```

What went wrong. The error lies in `e`, the expansion of the square. After `unfold bond`, `noncomm_ring` multiplies out the product but leaves a goal open. The two sides of that goal differ only in their last term: on the left each exchange operator still carries a factor `-1` inside the product, while on the right stands the plain product `exchange i j * exchange i j`. The two are equal, since the signs cancel, but `noncomm_ring` did not bring the scalars out of the product and so did not see it.

The repair expands the product with `mul_sub` and `sub_mul`, which keep the subtractions as they are, so no `-1` gets inside a product. `one_mul` and `mul_one` remove the identity factors. The product of the two exchanges now looks the same on both sides, and what remains is a matter of adding and subtracting terms, which `abel` settles. The separate `unfold bond` goes because `simp only` now unfolds `bond` itself.

Lean accepts the file once it reads:

```diff
@@ -40,6 +40,6 @@
     have e : bond i j * bond i j
         = 1 - exchange i j - exchange i j + exchange i j * exchange i j := by
-      unfold bond
-      noncomm_ring
+      simp only [bond, mul_sub, sub_mul, one_mul, mul_one]
+      abel
     rw [e, h]
     unfold bond
```
